# The Serber and genealogical triplet functions of four spins are related by a plane rotation

Let \(e_i\) be the state of four spins with beta spin at site \(i\) and alpha spin elsewhere. The Serber vectors

\[
s_0=\frac{e_2-e_1}{\sqrt2},\qquad s_1=\frac{e_4-e_3}{\sqrt2},\qquad s_2=\frac{e_1+e_2-e_3-e_4}{2}
\]

and the genealogical vectors

\[
g_0=\frac{e_2-e_1}{\sqrt2},\qquad g_1=\frac{2e_3-e_1-e_2}{\sqrt6},\qquad g_2=\frac{3e_4-e_1-e_2-e_3}{\sqrt{12}}
\]

are two orthonormal sets of states with \(S=M=1\). Their overlaps \(\langle s_a|g_b\rangle\) form the matrix

\[
T=\begin{pmatrix}1&0&0\\0&-1/\sqrt3&\sqrt{2/3}\\0&-\sqrt{2/3}&-1/\sqrt3\end{pmatrix},
\]

which is orthogonal with determinant 1. The Serber vectors are also eigenvectors of the exchanges (12) and (34).

In spin-adapted configuration interaction, such a matrix converts coefficients from one spin basis to the other; the one here serves four open-shell electrons coupled to a triplet. It is computed for \(M=1\); applying \(S_-\) to both sets and normalising gives the same matrix for \(M=0\) and \(M=-1\).

The vectors are numbered from 0, as in Lean. Sites are numbered from 1 in the formulas and from 0 in the code, so the exchange (12) is `exchange 0 1` and (34) is `exchange 2 3`. The general steps hold for any number \(N\) of spins.

```lean
import Mathlib

open Matrix

namespace SerberGenealogical

noncomputable section

variable {N : ℕ}
```

## Spin states and operators

A basis state of \(N\) spins is fixed by the set \(A\) of sites that carry beta spin. A state \(\psi\) assigns an amplitude \(\psi(A)\) to each of the \(2^N\) sets. Real amplitudes suffice for the vectors considered here. There is no spatial part, so antisymmetry of a full electronic wave function plays no role.

```lean
/-- A real spin state of `N` electrons: an amplitude for every set of sites carrying beta spin. -/
abbrev SpinState (N : ℕ) := Finset (Fin N) → ℝ
```

The raising operator turns a beta spin into alpha. The amplitude of \(S_+\psi\) on \(A\) therefore comes from sets with one more beta site:

\[
(S_+\psi)(A)=\sum_{i\notin A}\psi(A\cup\{i\}).
\]

```lean
/-- The raising operator `S₊`, which turns one beta spin into alpha. -/
def raise (ψ : SpinState N) : SpinState N :=
  fun A => ∑ i, if i ∈ A then 0 else ψ (insert i A)
```

The lowering operator does the reverse:

\[
(S_-\psi)(A)=\sum_{i\in A}\psi(A\setminus\{i\}).
\]

```lean
/-- The lowering operator `S₋`, which turns one alpha spin into beta. -/
def lower (ψ : SpinState N) : SpinState N :=
  fun A => ∑ i, if i ∈ A then ψ (A.erase i) else 0
```

With \(|A|\) beta spins and \(N-|A|\) alpha spins, the projection in units of \(\hbar\) is \(\tfrac12(N-|A|)-\tfrac12|A|=N/2-|A|\).

```lean
/-- The operator `S_z` in units of `ħ`. -/
def spinZ (ψ : SpinState N) : SpinState N :=
  fun A => ((N : ℝ) / 2 - A.card) * ψ A
```

The total spin is defined through the ladder operators, \(S^2=S_-S_++S_z^2+S_z\). The Cartesian components \(S_x\) and \(S_y\) are not constructed.

```lean
/-- The total spin operator `S² = S₋ S₊ + S_z² + S_z`. -/
def spinSq (ψ : SpinState N) : SpinState N :=
  lower (raise ψ) + spinZ (spinZ ψ) + spinZ ψ
```

Exchanging two sites relabels the set of beta sites. This operator acts on spins alone and carries no fermionic sign.

```lean
/-- The exchange of the spins at sites `i` and `j`. -/
def exchange (i j : Fin N) (ψ : SpinState N) : SpinState N :=
  fun A => ψ (A.map (Equiv.swap i j).toEmbedding)
```

For real amplitudes the inner product is \(\langle\psi|\varphi\rangle=\sum_A\psi(A)\varphi(A)\).

```lean
/-- The overlap of two real spin states. -/
def overlap (ψ φ : SpinState N) : ℝ := ∑ A, ψ A * φ A
```

## States with one beta spin

Coefficients \(c_i\) define the state \(\sum_i c_ie_i\), whose amplitude is \(c_i\) on the set \(\{i\}\) and zero on every set that does not have exactly one element.

```lean
/-- The state `∑ cᵢ eᵢ`, where `eᵢ` has beta spin only at site `i`. -/
def oneBeta (c : Fin N → ℝ) : SpinState N :=
  fun A => ∑ i, if A = {i} then c i else 0
```

Evaluating the sum on \(\{i\}\) leaves the single term \(c_i\).

```lean
/-- The amplitude of `∑ cᵢ eᵢ` on `eᵢ` is `cᵢ`. -/
theorem oneBeta_singleton (c : Fin N → ℝ) (i : Fin N) : oneBeta c {i} = c i := by
  simp [oneBeta]
```

Every \(e_i\) has \(|A|=1\), so

\[
S_z\sum_i c_ie_i=\left(\frac N2-1\right)\sum_i c_ie_i .
\]

The proof compares the two sides term by term: either \(A=\{i\}\), where the cardinality is 1, or the term vanishes.

```lean
/-- One-beta states have `S_z = N/2 - 1`. -/
theorem spinZ_oneBeta (c : Fin N → ℝ) :
    spinZ (oneBeta c) = ((N : ℝ) / 2 - 1) • oneBeta c := by
  ext A
  simp only [spinZ, oneBeta, Pi.smul_apply, smul_eq_mul, Finset.mul_sum]
  refine Finset.sum_congr rfl fun i _ => ?_
  split_ifs with h
  · subst h
    simp
  · simp
```

## The condition for total spin \(N/2-1\)

Raising any \(e_i\) gives the all-alpha state, and lowering that state gives \(\sum_j e_j\). Hence

\[
S_-S_+\sum_i c_ie_i=\Big(\sum_i c_i\Big)\sum_j e_j .
\]

With \(m=N/2-1\), the remaining terms of \(S^2\) contribute \(m^2+m=\frac N2\left(\frac N2-1\right)\), so

\[
S^2\sum_i c_ie_i=\frac N2\left(\frac N2-1\right)\sum_i c_ie_i+\Big(\sum_i c_i\Big)\sum_j e_j .
\]

The prefactor is \(S(S+1)\) for \(S=N/2-1\). The eigenvalue equation with this value holds exactly when the last term vanishes, that is, when \(\sum_i c_i=0\).

The smallest case with a non-zero solution is \(N=2\), where \(c_1+c_2=0\) gives the singlet \((e_2-e_1)/\sqrt2\) with \(S^2=0\). For \(N=1\) the condition leaves only the zero vector, which satisfies the equation trivially.

Without the zero sum the conclusion fails already for two spins: \(S^2e_1=e_1+e_2\), so \(e_1\) is not an eigenvector of \(S^2\) at all. It is a superposition of singlet and triplet.

In the proof, `hr` is the raising step, `hl` the lowering step, and `key` the displayed formula for \(S^2\). For the forward direction, the equation is read at the amplitude on one set \(\{i\}\), which isolates \(\sum_i c_i\); the case without sites is separate because its sum is empty. The reverse direction substitutes zero for the sum.

```lean
/-- A one-beta state `ψ` satisfies `S² ψ = (N/2) (N/2 - 1) ψ` exactly when its coefficients sum to
zero. -/
theorem spinSq_oneBeta_iff (c : Fin N → ℝ) :
    spinSq (oneBeta c) = ((N : ℝ) / 2 * ((N : ℝ) / 2 - 1)) • oneBeta c ↔ ∑ i, c i = 0 := by
  -- raising leads to the all-alpha state with amplitude `∑ c`
  have hr : raise (oneBeta c) = fun A => if A = ∅ then ∑ i, c i else 0 := by
    ext A
    by_cases hA : A = ∅
    · subst hA
      simp [raise, oneBeta]
    · rw [if_neg hA]
      refine Finset.sum_eq_zero fun i _ => ?_
      split_ifs with hi
      · rfl
      · refine Finset.sum_eq_zero fun j _ => if_neg fun h => hA ?_
        have h1 := congrArg Finset.card h
        rw [Finset.card_insert_of_notMem hi, Finset.card_singleton] at h1
        exact Finset.card_eq_zero.mp (by omega)
  -- lowering gives every `eⱼ` that same amplitude
  have hl : ∀ A, lower (raise (oneBeta c)) A = oneBeta (fun _ => ∑ i, c i) A := by
    intro A
    rw [hr]
    refine Finset.sum_congr rfl fun i _ => ?_
    by_cases h : A = {i}
    · subst h
      simp
    · rw [if_neg h]
      beta_reduce
      split_ifs with hi h0
      · exact absurd (by rw [← Finset.insert_erase hi, h0, insert_empty_eq]) h
      · rfl
      · rfl
  have key : ∀ A, spinSq (oneBeta c) A =
      (N : ℝ) / 2 * ((N : ℝ) / 2 - 1) * oneBeta c A + oneBeta (fun _ => ∑ i, c i) A := by
    intro A
    have hz : ((N : ℝ) / 2 - A.card) * oneBeta c A = ((N : ℝ) / 2 - 1) * oneBeta c A :=
      congrFun (spinZ_oneBeta c) A
    simp only [spinSq, Pi.add_apply, hl, spinZ]
    linear_combination (((N : ℝ) / 2 - A.card) + ((N : ℝ) / 2 - 1) + 1) * hz
  constructor
  · intro h
    rcases isEmpty_or_nonempty (Fin N) with hN | ⟨⟨i⟩⟩
    · simp
    · have h1 := congrFun h {i}
      rw [key, oneBeta_singleton (fun _ => ∑ i, c i)] at h1
      simp only [Pi.smul_apply, smul_eq_mul] at h1
      linarith
  · intro h
    ext A
    rw [key, h]
    simp [oneBeta]
```

## Overlaps and exchanges as operations on coefficients

The states \(e_i\) are orthonormal, so

\[
\Big\langle\sum_i c_ie_i\Big|\sum_j d_je_j\Big\rangle=\sum_i c_id_i .
\]

The proof expands the first state, interchanges the sums over \(A\) and \(i\), and keeps the one set \(A=\{i\}\) for each \(i\).

```lean
/-- The overlap of two one-beta states is the dot product of their coefficients. -/
theorem overlap_oneBeta (c d : Fin N → ℝ) : overlap (oneBeta c) (oneBeta d) = c ⬝ᵥ d := by
  have h : overlap (oneBeta c) (oneBeta d) = ∑ i, c i * oneBeta d {i} := by
    unfold overlap
    conv_lhs => enter [2, A, 1]; unfold oneBeta
    simp only [Finset.sum_mul]
    rw [Finset.sum_comm]
    simp [ite_mul]
  rw [h]
  simp only [oneBeta_singleton, dotProduct]
```

Let \(P\) be the exchange of sites \(i\) and \(j\). Since \((P\psi)(A)=\psi(PA)\), the new coefficient at site \(k\) is \(c_{P(k)}\). The proof reindexes the sum by \(P\) and uses that \(PA=\{P(k)\}\) exactly when \(A=\{k\}\).

```lean
/-- Exchanging two spins exchanges the corresponding coefficients of a one-beta state. -/
theorem exchange_oneBeta (i j : Fin N) (c : Fin N → ℝ) :
    exchange i j (oneBeta c) = oneBeta (fun k => c (Equiv.swap i j k)) := by
  ext A
  refine (Equiv.sum_comp (Equiv.swap i j) _).symm.trans ?_
  refine Finset.sum_congr rfl fun k _ => ?_
  have h := Finset.map_inj (f := (Equiv.swap i j).toEmbedding) (s₁ := A) (s₂ := {k})
  rw [Finset.map_singleton] at h
  exact if_congr h rfl rfl
```

## The two sets for four spins

Serber's scheme couples the pairs (12) and (34) first. In \(s_0\) the pair (12) is a singlet and (34) a triplet; in \(s_1\) the roles are reversed; in \(s_2\) two triplet pairs are coupled to total spin 1. The code lists the coefficients on \(e_1,\dots,e_4\).

```lean
/-- Serber coefficients: `(e₂-e₁)/√2`, `(e₄-e₃)/√2`, `(e₁+e₂-e₃-e₄)/2`. -/
def serber : Fin 3 → Fin 4 → ℝ :=
  ![(√2)⁻¹ • ![-1, 1, 0, 0], (√2)⁻¹ • ![0, 0, -1, 1], (1 / 2 : ℝ) • ![1, 1, -1, -1]]
```

The genealogical scheme adds one spin at a time. The total spin of the first two, three and four spins runs through \(0,\tfrac12,1\) for \(g_0\), through \(1,\tfrac12,1\) for \(g_1\), and through \(1,\tfrac32,1\) for \(g_2\). These intermediate couplings motivate the vectors; the code specifies them only by their coefficients.

```lean
/-- Genealogical coefficients: `(e₂-e₁)/√2`, `(2e₃-e₁-e₂)/√6`, `(3e₄-e₁-e₂-e₃)/√12`. -/
def genealogical : Fin 3 → Fin 4 → ℝ :=
  ![(√2)⁻¹ • ![-1, 1, 0, 0], (√6)⁻¹ • ![-1, -1, 2, 0], (√12)⁻¹ • ![-1, -1, -1, 3]]
```

The matrix \(T\) has rows labelled by Serber vectors and columns by genealogical ones. Its lower block has the form

\[
\begin{pmatrix}\cos\theta&\sin\theta\\-\sin\theta&\cos\theta\end{pmatrix},\qquad \cos\theta=-\frac1{\sqrt3},\quad \sin\theta=\sqrt{\frac23}.
\]

The signs depend on the chosen phases: reversing one genealogical vector would change the determinant to \(-1\).

```lean
/-- The block-diagonal matrix made of the number 1 and the two-dimensional block with rows `(-1/√3,
√(2/3))` and `(-√(2/3), -1/√3)`. -/
def transform : Matrix (Fin 3) (Fin 3) ℝ :=
  !![1, 0, 0; 0, -(√3)⁻¹, √(2 / 3); 0, -√(2 / 3), -(√3)⁻¹]
```

In the next lemma \(a\) and \(b\) are numbers, not indices. All square roots reduce to \(a=1/\sqrt2\) and \(b=1/\sqrt3\):

\[
\frac1{\sqrt6}=ab,\qquad \frac1{\sqrt{12}}=\frac b2,\qquad \sqrt{\frac23}=2ab,\qquad a^2=\frac12,\qquad b^2=\frac13 .
\]

The lemma also supplies the products \(a^2b=b/2\), \(ab^2=a/3\) and \(a^2b^2=1/6\). With these available, the later identities are linear in the monomials that occur, and `linarith` can finish them.

```lean
/-- All normalisation factors expressed through `a = 1/√2` and `b = 1/√3`. -/
theorem roots : ∃ a b : ℝ, (√2)⁻¹ = a ∧ (√3)⁻¹ = b ∧ (√6)⁻¹ = a * b ∧ (√12)⁻¹ = b / 2 ∧
    √(2 / 3) = 2 * a * b ∧ a * a = 1 / 2 ∧ b * b = 1 / 3 ∧ a * a * b = b / 2 ∧
    a * b * b = a / 3 ∧ a * a * b * b = 1 / 6 := by
  have ha : (√2)⁻¹ * (√2)⁻¹ = (1 / 2 : ℝ) := by
    rw [← mul_inv, Real.mul_self_sqrt (by norm_num)]; norm_num
  have hb : (√3)⁻¹ * (√3)⁻¹ = (1 / 3 : ℝ) := by
    rw [← mul_inv, Real.mul_self_sqrt (by norm_num)]; norm_num
  have h12 : √12 = 2 * √3 := by
    rw [show (12 : ℝ) = 2 ^ 2 * 3 by norm_num, Real.sqrt_mul (by norm_num),
      Real.sqrt_sq (by norm_num)]
  have h2 : √2 = 2 * (√2)⁻¹ := by
    rw [eq_mul_inv_iff_mul_eq₀ (by positivity)]
    exact Real.mul_self_sqrt (by norm_num)
  refine ⟨(√2)⁻¹, (√3)⁻¹, rfl, rfl, ?_, ?_, ?_, ha, hb, ?_, ?_, ?_⟩
  · rw [show (6 : ℝ) = 2 * 3 by norm_num, Real.sqrt_mul (by norm_num), mul_inv]
  · rw [h12, mul_inv]; ring
  · rw [Real.sqrt_div (by norm_num), div_eq_mul_inv]
    exact congrArg (· * (√3)⁻¹) h2
  · linear_combination (√3)⁻¹ * ha
  · linear_combination (√2)⁻¹ * hb
  · linear_combination (√3)⁻¹ * (√3)⁻¹ * ha + (1 / 2) * hb
```

## Spin and orthonormality

The coefficients of each vector sum to zero; for \(g_2\), for example, \(3-1-1-1=0\). With \(N=4\) the criterion gives \(S^2=2\cdot1=2=S(S+1)\), hence \(S=1\), and the projection is \(M=4/2-1=1\). The Lean statement treats \(s_a\) and \(g_a\) together, as the two members of a set. Its proof checks the sums and then applies the general results.

```lean
/-- Serber and genealogical vectors all satisfy `S² = 2` and `S_z = 1`, that is `S = M = 1`. -/
theorem triplets (a : Fin 3) : ∀ c ∈ ({serber a, genealogical a} : Set (Fin 4 → ℝ)),
    spinSq (oneBeta c) = (2 : ℝ) • oneBeta c ∧ spinZ (oneBeta c) = (1 : ℝ) • oneBeta c := by
  intro c hc
  have h0 : ∑ i, c i = 0 := by
    rcases hc with rfl | rfl <;> fin_cases a <;>
      simp [serber, genealogical, Fin.sum_univ_four] <;> linarith
  have h := (spinSq_oneBeta_iff c).2 h0
  have hz := spinZ_oneBeta c
  rw [show ((4 : ℕ) : ℝ) / 2 * (((4 : ℕ) : ℝ) / 2 - 1) = 2 by norm_num] at h
  rw [show ((4 : ℕ) : ℝ) / 2 - 1 = 1 by norm_num] at hz
  exact ⟨h, hz⟩
```

The squared norms of the Serber vectors are \((1+1)/2\), \((1+1)/2\) and \(4/4\). Those of the genealogical vectors are \((1+1)/2\), \((1+1+4)/6\) and \((1+1+1+9)/12\). All are 1.

For the Serber set, \(s_0\) and \(s_1\) have no site in common, while \(s_2\) is constant on each pair and so is orthogonal to both differences. For the genealogical set, the unnormalised products are

\[
g_0\cdot g_1:\;1-1=0,\qquad g_0\cdot g_2:\;1-1=0,\qquad g_1\cdot g_2:\;1+1-2=0 .
\]

The proof turns overlaps into dot products and runs through all index pairs.

```lean
/-- The Serber vectors are orthonormal, and so are the genealogical ones. -/
theorem orthonormal (a b : Fin 3) :
    overlap (oneBeta (serber a)) (oneBeta (serber b)) = (if a = b then 1 else 0) ∧
    overlap (oneBeta (genealogical a)) (oneBeta (genealogical b)) = if a = b then 1 else 0 := by
  obtain ⟨x, y, h2, h3, h6, h12, h23, hx, hy, hxxy, hxyy, hxxyy⟩ := roots
  simp only [overlap_oneBeta, serber, genealogical, h2, h6, h12]
  constructor <;> fin_cases a <;> fin_cases b <;>
    simp [dotProduct, Fin.sum_univ_four] <;> linarith
```

## Behaviour under pair exchange

The exchange (12) reverses \(e_2-e_1\) and leaves \(e_4-e_3\) and \(e_1+e_2\) unchanged. The exchange (34) acts in the same way on the other pair. The eigenvalues on \((s_0,s_1,s_2)\) are therefore \((-1,1,1)\) for (12) and \((1,-1,1)\) for (34). In the proof, `hs` moves the scalar into the coefficients, which are then compared site by site.

```lean
/-- Serber vectors are eigenvectors of the exchanges (12) and (34), with signs `-,+,+`
and `+,-,+`. -/
theorem serber_exchange (a : Fin 3) :
    exchange 0 1 (oneBeta (serber a)) = (![-1, 1, 1] a : ℝ) • oneBeta (serber a) ∧
    exchange 2 3 (oneBeta (serber a)) = (![1, -1, 1] a : ℝ) • oneBeta (serber a) := by
  have hs : ∀ (s : ℝ) (c : Fin 4 → ℝ), s • oneBeta c = oneBeta (fun k => s * c k) := by
    intro s c
    ext A
    simp [oneBeta, Finset.mul_sum]
  rw [exchange_oneBeta, exchange_oneBeta, hs, hs]
  constructor <;> congr 1 <;> ext i <;> fin_cases a <;> fin_cases i <;>
    simp [serber, Equiv.swap_apply_def]
```

The genealogical set does not share this property. The exchange (34) sends \(g_1\) to \((2e_4-e_1-e_2)/\sqrt6\), whose amplitude on \(e_4\) is \(2/\sqrt6\). Any multiple \(\mu g_1\) has amplitude zero there, so no real \(\mu\) can serve as an eigenvalue.

```lean
/-- The genealogical vector `(2e₃-e₁-e₂)/√6` is not an eigenvector of the exchange (34). -/
theorem genealogical_not_exchange (μ : ℝ) :
    exchange 2 3 (oneBeta (genealogical 1)) ≠ μ • oneBeta (genealogical 1) := by
  intro h
  -- compare the amplitudes with beta at the fourth site
  have h1 := congrFun h {3}
  rw [exchange_oneBeta, Pi.smul_apply, oneBeta_singleton, oneBeta_singleton] at h1
  simp [genealogical] at h1
```

## The overlap matrix

Since \(s_0=g_0\), the first row and column of \(T\) follow from orthonormality. The other four overlaps are

\[
\begin{aligned}
\langle s_1|g_1\rangle&=\frac{-2}{\sqrt{12}}=-\frac1{\sqrt3}, &
\langle s_1|g_2\rangle&=\frac{1+3}{\sqrt{24}}=\sqrt{\frac23},\\
\langle s_2|g_1\rangle&=\frac{-1-1-2}{2\sqrt6}=-\sqrt{\frac23}, &
\langle s_2|g_2\rangle&=\frac{-1-1+1-3}{2\sqrt{12}}=-\frac1{\sqrt3}.
\end{aligned}
\]

The two lower rows have squared norm \(\tfrac13+\tfrac23=1\) and are orthogonal to each other, so \(TT^{\mathsf T}=1\). The determinant is \(\tfrac13+\tfrac23=1\). The expansion \(s_a=\sum_b T_{ab}\,g_b\) reads explicitly

\[
s_1=-\frac1{\sqrt3}\,g_1+\sqrt{\frac23}\,g_2,\qquad
s_2=-\sqrt{\frac23}\,g_1-\frac1{\sqrt3}\,g_2 .
\]

In \(s_1\), for instance, the coefficient of \(e_4\) is \(\sqrt{2/3}\cdot3/\sqrt{12}=1/\sqrt2\), and that of \(e_1\) is \(1/\sqrt{18}-\sqrt{2/3}/\sqrt{12}=0\).

The theorem has four parts: the overlaps, the orthogonality of `transform`, its determinant, and the expansion, stated for the coefficient at each site. After the roots are expressed through \(1/\sqrt2\) and \(1/\sqrt3\), the proof checks each part entry by entry.

```lean
/-- The overlaps of Serber with genealogical vectors form the matrix `transform`, which is
orthogonal with determinant 1 and expands the Serber vectors in the genealogical ones. -/
theorem serber_genealogical_overlap :
    (∀ a b, overlap (oneBeta (serber a)) (oneBeta (genealogical b)) = transform a b) ∧
    transform * transformᵀ = 1 ∧ transform.det = 1 ∧
    ∀ a i, serber a i = ∑ b, transform a b * genealogical b i := by
  obtain ⟨x, y, h2, h3, h6, h12, h23, hx, hy, hxxy, hxyy, hxxyy⟩ := roots
  simp only [overlap_oneBeta, serber, genealogical, transform, h2, h3, h6, h12, h23]
  refine ⟨fun a b => ?_, ?_, ?_, fun a i => ?_⟩
  · fin_cases a <;> fin_cases b <;> simp [dotProduct, Fin.sum_univ_four] <;> linarith
  · ext a b
    fin_cases a <;> fin_cases b <;>
      simp [Matrix.mul_apply, Fin.sum_univ_three] <;> linarith
  · simp [Matrix.det_fin_three]
    linarith
  · fin_cases a <;> fin_cases i <;> simp [Fin.sum_univ_three] <;> linarith

end

end SerberGenealogical
```

```lean
#print axioms SerberGenealogical.triplets
#print axioms SerberGenealogical.serber_exchange
#print axioms SerberGenealogical.genealogical_not_exchange
#print axioms SerberGenealogical.serber_genealogical_overlap
```

```
'SerberGenealogical.triplets' depends on axioms: [propext, Classical.choice, Quot.sound]
'SerberGenealogical.serber_exchange' depends on axioms: [propext, Classical.choice, Quot.sound]
'SerberGenealogical.genealogical_not_exchange' depends on axioms: [propext, Classical.choice, Quot.sound]
'SerberGenealogical.serber_genealogical_overlap' depends on axioms: [propext, Classical.choice, Quot.sound]
```
